# The largest squared Frobenius distance between two Hermitian rank-$k$ projectors in $n$ orbitals is $2\min(k, n-k)$

The trace of a complex matrix is a complex number, but an upper bound needs a real one. The squared distance between two Hermitian projectors $P$ and $Q$ is therefore defined as a real sum, $\|P-Q\|_F^2=\sum_{ij}|P_{ij}-Q_{ij}|^2$, and its equality with $\operatorname{tr}\,(P-Q)^2$ is proved. Some definitions of the chordal distance include a factor $\tfrac12$ in its square; here there is none.

The basis orbitals are labelled by a finite type `ι`, and their number is $n$, written `Fintype.card ι`. They are taken to be orthonormal, so an orthogonal projector is a Hermitian idempotent matrix.

In Lean 4 with Mathlib:

```lean
import Mathlib

open Matrix

namespace GrassmannChordalDiameter

noncomputable section

variable {ι : Type*} [Fintype ι] [DecidableEq ι]
```

## Occupied spaces as matrices

An occupied space of dimension $k$ is represented by its projector $P$, with $P^\dagger=P$, $P^2=P$ and $\operatorname{tr}P=k$. This describes a single Slater determinant with $k$ occupied spin orbitals; idempotency excludes fractional occupations. The structure lets `k` be a real number, although the trace of such a matrix is its rank and hence a whole number.

```lean
/-- `P` is a Hermitian idempotent matrix of trace `k`: the projector onto an occupied space
of dimension `k`. -/
structure IsProjector (k : ℝ) (P : Matrix ι ι ℂ) : Prop where
  herm : P.IsHermitian
  idem : P * P = P
  trace_eq : P.trace = (k : ℂ)
```

For any square matrix $A$, the squared Frobenius norm is $\|A\|_F^2=\sum_{ij}|A_{ij}|^2$.

```lean
omit [DecidableEq ι] in
/-- The squared Frobenius norm of a matrix: the sum of the squared moduli of its entries. -/
def frobSq (A : Matrix ι ι ℂ) : ℝ := ∑ i, ∑ j, ‖A i j‖ ^ 2
```

The simplest projectors occupy a set $S$ of basis orbitals. They are diagonal, with entry 1 for $i\in S$ and 0 otherwise.

```lean
/-- The diagonal matrix that keeps the basis orbitals in `S` and removes all others. -/
def orbitalProjector (S : Finset ι) : Matrix ι ι ℂ :=
  Matrix.diagonal fun i => if i ∈ S then 1 else 0
```

## From traces to norms

Writing out the matrix product gives

$$\operatorname{tr}(A^\dagger A)=\sum_j\sum_i \overline{A_{ij}}\,A_{ij}=\sum_i\sum_j|A_{ij}|^2=\|A\|_F^2 .$$

The proof exchanges the two sums with `Finset.sum_comm` and then compares them term by term.

```lean
omit [DecidableEq ι] in
/-- The trace of `Aᴴ A` is the squared Frobenius norm of `A`. -/
theorem trace_conjTranspose_mul_self (A : Matrix ι ι ℂ) :
    (Aᴴ * A).trace = (frobSq A : ℂ) := by
  simp only [frobSq, Matrix.trace, Matrix.diag_apply, Matrix.mul_apply,
    Matrix.conjTranspose_apply, Complex.ofReal_sum, Complex.ofReal_pow]
  rw [Finset.sum_comm]
  refine Finset.sum_congr rfl fun i _ => Finset.sum_congr rfl fun j _ => ?_
  exact Complex.conj_mul' _
```

A sum of non-negative terms is zero only if every term is zero, so $\|A\|_F^2=0$ exactly when $A=0$. The proof applies this argument first to the sum over $i$, then to the sum over $j$.

```lean
omit [DecidableEq ι] in
/-- The squared Frobenius norm of a matrix is zero if and only if the matrix is zero. -/
theorem frobSq_eq_zero {A : Matrix ι ι ℂ} : frobSq A = 0 ↔ A = 0 := by
  constructor
  · intro h
    unfold frobSq at h
    ext i j
    have h1 := (Finset.sum_eq_zero_iff_of_nonneg
      (fun i _ => Finset.sum_nonneg fun j _ => sq_nonneg ‖A i j‖)).mp h i (Finset.mem_univ i)
    have h2 := (Finset.sum_eq_zero_iff_of_nonneg
      (fun j _ => sq_nonneg ‖A i j‖)).mp h1 j (Finset.mem_univ j)
    simpa using h2
  · rintro rfl
    simp [frobSq]
```

The overlap of two projectors is itself a squared norm:

$$\|PQ\|_F^2=\operatorname{tr}(QPPQ)=\operatorname{tr}(QPQ)=\operatorname{tr}(QQP)=\operatorname{tr}(QP)=\operatorname{tr}(PQ).$$

Hermiticity gives the first equality, and idempotency and cyclicity of the trace give the rest. In particular, $\operatorname{tr}(PQ)$ is real and non-negative.

```lean
variable {k : ℝ} {P Q : Matrix ι ι ℂ}

omit [DecidableEq ι] in
/-- For two projectors of the same trace `k`, the overlap `tr(PQ)` is the squared Frobenius norm of
`PQ`. -/
theorem trace_mul_eq_frobSq (hP : IsProjector k P) (hQ : IsProjector k Q) :
    (P * Q).trace = (frobSq (P * Q) : ℂ) := by
  rw [← trace_conjTranspose_mul_self, Matrix.conjTranspose_mul, hP.herm.eq, hQ.herm.eq]
  -- idempotency and cyclicity reduce `tr(QPPQ)` to `tr(PQ)`
  have h : Q * P * (P * Q) = Q * P * Q := by
    calc Q * P * (P * Q) = Q * (P * P) * Q := by simp only [Matrix.mul_assoc]
      _ = Q * P * Q := by rw [hP.idem]
  rw [h, Matrix.trace_mul_comm (Q * P) Q, ← Matrix.mul_assoc, hQ.idem,
    Matrix.trace_mul_comm Q P]
```

## The distance through the occupied spaces

Since $P$ and $Q$ need not commute, the square has two separate cross terms:

$$\operatorname{tr}\,(P-Q)^2=\operatorname{tr}(P-PQ-QP+Q)=2k-2\operatorname{tr}(PQ).$$

In the proof, `noncomm_ring` expands the square while keeping the order of the factors, and cyclicity then merges the cross terms.

In an SCF calculation the occupied orbitals are usually stored as coefficient columns. Let $C_P$ and $C_Q$ be the $n\times k$ matrices of orthonormal occupied orbitals before and after an update, so that $P=C_PC_P^\dagger$ and $Q=C_QC_Q^\dagger$. Then $\operatorname{tr}(PQ)=\|C_P^\dagger C_Q\|_F^2$, which needs only the $k\times k$ overlap matrix of the two orbital sets. If the update replaces one occupied orbital by a virtual one and keeps the others, the overlap is $k-1$ and the squared distance is 2. In a non-orthogonal atomic-orbital basis with overlap matrix $\Sigma$, the $k\times k$ matrix is $C_P^\dagger \Sigma C_Q$.

```lean
/-- For two projectors of trace `k`, `tr((P - Q)²) = 2k - 2 tr(PQ)`. -/
theorem trace_sub_sq (hP : IsProjector k P) (hQ : IsProjector k Q) :
    ((P - Q) ^ 2).trace = 2 * (k : ℂ) - 2 * (P * Q).trace := by
  have h : (P - Q) ^ 2 = P * P - P * Q - Q * P + Q * Q := by noncomm_ring
  rw [h, hP.idem, hQ.idem, Matrix.trace_add, Matrix.trace_sub, Matrix.trace_sub,
    Matrix.trace_mul_comm Q P, hP.trace_eq, hQ.trace_eq]
  ring
```

The difference $P-Q$ is Hermitian, so $\|P-Q\|_F^2=\operatorname{tr}\,(P-Q)^2$. Combined with the two preceding results, this gives an identity between real numbers:

$$\|P-Q\|_F^2=2k-2\|PQ\|_F^2 .$$

The proof establishes it in the complex numbers, and `exact_mod_cast` carries it back to the reals.

```lean
/-- The squared Frobenius distance of two projectors of trace `k` is `2k` minus twice the
squared Frobenius norm of `PQ`. -/
theorem frobSq_sub (hP : IsProjector k P) (hQ : IsProjector k Q) :
    frobSq (P - Q) = 2 * k - 2 * frobSq (P * Q) := by
  have h : (frobSq (P - Q) : ℂ) = 2 * (k : ℂ) - 2 * (frobSq (P * Q) : ℂ) := by
    rw [← trace_mul_eq_frobSq hP hQ, ← trace_sub_sq hP hQ, ← trace_conjTranspose_mul_self,
      (hP.herm.sub hQ.herm).eq, sq]
  exact_mod_cast h
```

## The same distance through the virtual spaces

The complement $1-P$ projects onto the virtual space. It is Hermitian, it satisfies $(1-P)^2=1-2P+P^2=1-P$, and its trace is $n-k$.

```lean
/-- If `P` is a projector of trace `k`, then `1 - P` is a projector whose trace is the number of
basis orbitals minus `k`. -/
theorem IsProjector.compl (hP : IsProjector k P) :
    IsProjector ((Fintype.card ι : ℝ) - k) (1 - P) where
  herm := Matrix.isHermitian_one.sub hP.herm
  idem := by
    have h : (1 - P) * (1 - P) = 1 - P - P + P * P := by noncomm_ring
    rw [h, hP.idem]
    abel
  trace_eq := by simp [Matrix.trace_sub, hP.trace_eq]
```

Because $(1-P)-(1-Q)=Q-P$, the virtual spaces are exactly as far apart as the occupied ones. Applying the distance formula to the complements gives

$$\|P-Q\|_F^2=2(n-k)-2\|(1-P)(1-Q)\|_F^2 .$$

```lean
/-- For two projectors of trace `k` in `n` basis orbitals, the squared Frobenius distance is
`2(n - k)` minus twice the squared Frobenius norm of `(1 - P)(1 - Q)`. -/
theorem frobSq_sub_virtual (hP : IsProjector k P) (hQ : IsProjector k Q) :
    frobSq (P - Q) =
      2 * ((Fintype.card ι : ℝ) - k) - 2 * frobSq ((1 - P) * (1 - Q)) := by
  rw [← frobSq_sub hP.compl hQ.compl]
  have h : (1 - P) - (1 - Q) = Q - P := by abel
  rw [h]
  unfold frobSq
  refine Finset.sum_congr rfl fun i _ => Finset.sum_congr rfl fun j _ => ?_
  rw [Matrix.sub_apply, Matrix.sub_apply, norm_sub_rev]
```

## The bound and the case of orthogonal occupied spaces

Both subtracted norms are non-negative, so the squared distance is at most $2k$ and at most $2(n-k)$. The first formula also shows that it equals $2k$ exactly when $\|PQ\|_F^2=0$, that is, when $PQ=0$.

The theorem takes two matrices satisfying `IsProjector` with the same `k` and states four things: `frobSq (P - Q)` is the trace of $(P-Q)^2$; this trace is $2k-2\operatorname{tr}(PQ)$; the squared distance is at most $2\min(k,n-k)$; and it equals $2k$ if and only if $PQ=0$. Above half filling, $2k>n$, the bound is smaller than $2k$, so both sides of this equivalence are false.

For single determinants with equal electron number in a finite orthonormal basis, the bound limits how far one SCF update can move the one-particle density matrix.

In the proof, `le_min` joins the two upper bounds, and `linarith` does the remaining arithmetic.

```lean
/-- For Hermitian idempotent `P`, `Q` of trace `k` in `n` basis orbitals, the squared Frobenius
distance is `tr((P - Q)²) = 2k - 2 tr(PQ)`. It is at most `2 min(k, n - k)`, and it equals `2k`
exactly when `PQ = 0`. -/
theorem chordal_distance_bound (hP : IsProjector k P) (hQ : IsProjector k Q) :
    (frobSq (P - Q) : ℂ) = ((P - Q) ^ 2).trace ∧
    ((P - Q) ^ 2).trace = 2 * (k : ℂ) - 2 * (P * Q).trace ∧
    frobSq (P - Q) ≤ 2 * min k ((Fintype.card ι : ℝ) - k) ∧
    (frobSq (P - Q) = 2 * k ↔ P * Q = 0) := by
  have nonneg : ∀ A : Matrix ι ι ℂ, 0 ≤ frobSq A := fun A =>
    Finset.sum_nonneg fun i _ => Finset.sum_nonneg fun j _ => sq_nonneg ‖A i j‖
  have hocc := frobSq_sub hP hQ
  have hvirt := frobSq_sub_virtual hP hQ
  refine ⟨?_, trace_sub_sq hP hQ, ?_, ?_⟩
  · rw [← trace_conjTranspose_mul_self, (hP.herm.sub hQ.herm).eq, sq]
  · -- the occupied spaces give the bound `2k`, the virtual spaces `2(n - k)`
    have h1 := nonneg (P * Q)
    have h2 := nonneg ((1 - P) * (1 - Q))
    have h3 : frobSq (P - Q) / 2 ≤ min k ((Fintype.card ι : ℝ) - k) :=
      le_min (by linarith) (by linarith)
    linarith
  · rw [← frobSq_eq_zero]
    constructor <;> intro h <;> linarith
```

## Two determinants at the maximal distance

The diagonal matrix for a set $S$ is Hermitian and idempotent because its entries are 0 and 1, and its trace counts the elements of $S$.

```lean
/-- The diagonal projector onto a set `S` of basis orbitals is Hermitian and idempotent, and its
trace is the number of orbitals in `S`. -/
theorem isProjector_witness (S : Finset ι) :
    IsProjector (S.card : ℝ) (orbitalProjector S) where
  herm := by
    change (orbitalProjector S)ᴴ = orbitalProjector S
    unfold orbitalProjector
    rw [Matrix.diagonal_conjTranspose]
    congr 1
    funext i
    by_cases h : i ∈ S <;> simp [h]
  idem := by
    unfold orbitalProjector
    rw [Matrix.diagonal_mul_diagonal]
    congr 1
    funext i
    by_cases h : i ∈ S <;> simp [h]
  trace_eq := by simp [orbitalProjector, Matrix.trace_diagonal]
```

Let $k$ be a whole number with $0\le k\le n$, and choose a set $S$ of $k$ orbitals. Its complement $S^c$ has $n-k$ elements.

- If $2k\le n$, choose $k$ orbitals $T\subseteq S^c$. The occupied sets are disjoint, so $PQ=0$ and the squared distance is $2k$.
- If $2k\ge n$, choose $T\supseteq S^c$ with $k$ elements. The virtual sets $S^c$ and $T^c$ are disjoint, so $(1-P)(1-Q)=0$ and the squared distance is $2(n-k)$.

With three orbitals and $k=2$, the sets $\{1,2\}$ and $\{2,3\}$ share one occupied orbital and lie at squared distance 2.

In the proof, `hdisj` says that disjoint sets give product zero, and `hcompl` identifies $1-P$ with the projector onto $S^c$. The two cases of `le_total` are the two items above. Since these diagonal matrices are projectors of trace $k$, the upper bound is attained at every filling.

```lean
/-- For every whole number `k` up to the number `n` of basis orbitals, two sets of `k` orbitals
exist whose projectors lie at squared distance exactly `2 min(k, n - k)`. -/
theorem diameter_attained (k : ℕ) (hk : k ≤ Fintype.card ι) :
    ∃ S T : Finset ι, S.card = k ∧ T.card = k ∧
      frobSq (orbitalProjector S - orbitalProjector T) =
        2 * min (k : ℝ) ((Fintype.card ι : ℝ) - k) := by
  -- projectors onto disjoint sets of orbitals have product zero
  have hdisj : ∀ S T : Finset ι, (∀ i ∈ T, i ∉ S) →
      orbitalProjector S * orbitalProjector T = 0 := by
    intro S T h
    ext i j
    by_cases hij : i = j
    · subst hij
      by_cases hi : i ∈ T
      · simp [orbitalProjector, h i hi]
      · simp [orbitalProjector, hi]
    · simp [orbitalProjector, hij]
  have hcompl : ∀ S : Finset ι, 1 - orbitalProjector S = orbitalProjector Sᶜ := by
    intro S
    ext i j
    by_cases hij : i = j
    · subst hij
      by_cases hi : i ∈ S <;> simp [orbitalProjector, hi]
    · simp [orbitalProjector, hij]
  obtain ⟨S, -, -, hS⟩ := Finset.exists_subsuperset_card_eq
    (Finset.empty_subset (Finset.univ : Finset ι)) (Nat.zero_le k) hk
  have hP := isProjector_witness S
  rw [hS] at hP
  have hc : Sᶜ.card = Fintype.card ι - k := by rw [Finset.card_compl, hS]
  rcases le_total (2 * k) (Fintype.card ι) with h | h
  · -- at most half filling: disjoint occupied sets
    obtain ⟨T, -, hT, hTk⟩ := Finset.exists_subsuperset_card_eq
      (Finset.empty_subset Sᶜ) (Nat.zero_le k) (by omega)
    have hQ := isProjector_witness T
    rw [hTk] at hQ
    have h' : 2 * (k : ℝ) ≤ Fintype.card ι := by exact_mod_cast h
    refine ⟨S, T, hS, hTk, ?_⟩
    rw [frobSq_sub hP hQ, hdisj S T fun i hi => Finset.mem_compl.mp (hT hi),
      frobSq_eq_zero.mpr rfl, min_eq_left (by linarith)]
    ring
  · -- at least half filling: disjoint virtual sets
    obtain ⟨T, hT, -, hTk⟩ := Finset.exists_subsuperset_card_eq
      (Finset.subset_univ Sᶜ) (show Sᶜ.card ≤ k by omega) hk
    have hQ := isProjector_witness T
    rw [hTk] at hQ
    have h' : (Fintype.card ι : ℝ) ≤ 2 * (k : ℝ) := by exact_mod_cast h
    refine ⟨S, T, hS, hTk, ?_⟩
    rw [frobSq_sub_virtual hP hQ, hcompl, hcompl,
      hdisj Sᶜ Tᶜ fun i hi hiS => Finset.mem_compl.mp hi (hT hiS),
      frobSq_eq_zero.mpr rfl, min_eq_right (by linarith)]
    ring

end

end GrassmannChordalDiameter
```

```lean
#print axioms GrassmannChordalDiameter.chordal_distance_bound
#print axioms GrassmannChordalDiameter.diameter_attained
```

```
'GrassmannChordalDiameter.chordal_distance_bound' depends on axioms: [propext, Classical.choice, Quot.sound]
'GrassmannChordalDiameter.diameter_attained' depends on axioms: [propext, Classical.choice, Quot.sound]
```
